# At most d distinct eigenvalues in v put A^d v in the span of v, ..., A^(d−1) v

The starting vector is modelled as a finite sum of labelled components, and what is counted is the set of eigenvalues, not the components. Let A be a linear map on a vector space V over a field K. Write

v = Σ_{i∈s} u_i, with A u_i = μ_i u_i for every i in s,

where s is a finite set of labels and μ_i is the eigenvalue attached to label i. Two components in the same degenerate level have different labels but the same μ_i, so they count once. The assumption concerns v alone: V may be infinite-dimensional, and A need not be diagonalisable. A component u_i may also be zero, in which case its eigenvalue can only make the count larger than necessary.

```lean
import Mathlib

open Polynomial

namespace KrylovDegenerateSpectrum

variable {K V ι : Type*} [Field K] [AddCommGroup V] [Module K V]
```

## Powers, polynomials and the Krylov space

The Krylov space of order d is the span of the first d iterates,

W_d = span{A^k v : k = 0, ..., d−1}.

In Lean it is `krylov A v d`, a subspace of V, with k running over `Fin d`. For d = 0 it contains only the zero vector.

```lean
/-- The Krylov space of order `d`: the span of `v, A v, ..., A^(d-1) v`. -/
def krylov (A : Module.End K V) (v : V) (d : ℕ) : Submodule K V :=
  Submodule.span K (Set.range fun k : Fin d => (A ^ (k : ℕ)) v)
```

On one component, A^k u_i = μ_i^k u_i. This holds for k = 0, and if it holds for k, then

A^(k+1) u_i = A(μ_i^k u_i) = μ_i^k A u_i = μ_i^(k+1) u_i.

Now take a polynomial p(x) = Σ_k c_k x^k with coefficients c_k in K. By linearity,

p(A) v = Σ_{i∈s} Σ_k c_k A^k u_i = Σ_{i∈s} Σ_k c_k μ_i^k u_i = Σ_{i∈s} p(μ_i) u_i.

In the code, `aeval A p` is the operator p(A) and `p.eval (μ i)` is the number p(μ_i). The induction is the step `hpow`; the remaining lines expand both sides in powers and compare them term by term.

```lean
/-- A polynomial in `A` acts on a sum of eigenvectors by multiplying each component
by the value of the polynomial at its eigenvalue. -/
theorem aeval_sum_eigenvectors {A : Module.End K V} {s : Finset ι} {u : ι → V} {μ : ι → K}
    (hA : ∀ i ∈ s, A (u i) = μ i • u i) (p : K[X]) :
    aeval A p (∑ i ∈ s, u i) = ∑ i ∈ s, p.eval (μ i) • u i := by
  rw [map_sum]
  refine Finset.sum_congr rfl fun i hi => ?_
  -- powers of `A` act on an eigenvector as powers of the eigenvalue
  have hpow : ∀ k : ℕ, (A ^ k) (u i) = μ i ^ k • u i := by
    intro k
    induction k with
    | zero => simp
    | succ k ih =>
      rw [pow_succ', Module.End.mul_apply, ih, map_smul, hA i hi, smul_smul, pow_succ]
  rw [aeval_eq_sum_range, eval_eq_sum_range, Finset.sum_smul, LinearMap.sum_apply]
  refine Finset.sum_congr rfl fun k _ => ?_
  rw [LinearMap.smul_apply, hpow, smul_smul]
```

If p has degree below d, its expansion stops at k = d−1, so

p(A) v = Σ_{k=0}^{d−1} c_k A^k v,

which is a linear combination of the vectors that span W_d. The proof treats p = 0 separately, because the lemma that converts between Mathlib's two notions of degree needs a nonzero polynomial.

```lean
/-- A polynomial in `A` of degree below `d`, applied to `v`, gives a vector of the
Krylov space of order `d`. -/
theorem aeval_mem_krylov (A : Module.End K V) (v : V) {d : ℕ} {p : K[X]}
    (hp : p.degree < d) : aeval A p v ∈ krylov A v d := by
  by_cases h0 : p = 0
  · simp [h0]
  · rw [aeval_eq_sum_range' ((natDegree_lt_iff_degree_lt h0).2 hp), LinearMap.sum_apply]
    refine Submodule.sum_mem _ fun k hk => ?_
    rw [LinearMap.smul_apply]
    exact Submodule.smul_mem _ _
      (Submodule.subset_span ⟨⟨k, Finset.mem_range.1 hk⟩, rfl⟩)
```

## Interpolation on the distinct eigenvalues

Let λ_1, ..., λ_m be the distinct values among the μ_i, with m ≤ d, and let f be any function from K to K. The Lagrange polynomial

p(x) = Σ_{a=1}^{m} f(λ_a) Π_{b≠a} (x − λ_b)/(λ_a − λ_b)

has degree below m, hence below d, and satisfies p(λ_a) = f(λ_a) for each a. Every μ_i is one of the λ_a, so

Σ_{i∈s} f(μ_i) u_i = Σ_{i∈s} p(μ_i) u_i = p(A) v,

and this vector lies in W_d. The left-hand side is what a physicist would call f(A) v. No continuity or smoothness of f is used, since only its values at finitely many points enter. If s is empty, then m = 0, p = 0 and both sides vanish.

```lean
/-- Let `v` be a finite sum of eigenvectors whose eigenvalues take at most `d` distinct
values. Multiplying each component by any function `f` of its eigenvalue gives a vector
of the Krylov space of order `d`. -/
theorem spectral_function_mem_krylov [DecidableEq K] {A : Module.End K V} {s : Finset ι}
    {u : ι → V} {μ : ι → K} {v : V} {d : ℕ} (hA : ∀ i ∈ s, A (u i) = μ i • u i)
    (hv : v = ∑ i ∈ s, u i) (hd : (s.image μ).card ≤ d) (f : K → K) :
    ∑ i ∈ s, f (μ i) • u i ∈ krylov A v d := by
  have hinj : Set.InjOn (id : K → K) (s.image μ : Finset K) := Function.injective_id.injOn
  -- interpolate `f` on the distinct eigenvalues
  have hdeg : (Lagrange.interpolate (s.image μ) id f).degree < (d : WithBot ℕ) :=
    lt_of_lt_of_le (Lagrange.degree_interpolate_lt f hinj) (by exact_mod_cast hd)
  have hmem := aeval_mem_krylov A v hdeg
  have hsum : aeval A (Lagrange.interpolate (s.image μ) id f) v
      = ∑ i ∈ s, f (μ i) • u i := by
    rw [hv, aeval_sum_eigenvectors hA]
    refine Finset.sum_congr rfl fun i hi => ?_
    have hval : (Lagrange.interpolate (s.image μ) id f).eval (μ i) = f (μ i) :=
      Lagrange.eval_interpolate_at_node f hinj (Finset.mem_image_of_mem μ hi)
    rw [hval]
  rwa [hsum] at hmem
```

The proof turns on the expression `Lagrange.interpolate (s.image μ) id f`. Mathlib's interpolation takes a finite set of labels, a function that assigns a node to each label, and the values to be matched. It needs the node function to be injective on the labels, as the denominators λ_a − λ_b require.

With the component labels i as labels and μ as node function, a degenerate level would violate that condition. Here the eigenvalues serve as their own labels: the set is `s.image μ`, from which repetitions have disappeared, and the node function is the identity, which is always injective. `Lagrange.degree_interpolate_lt` then bounds the degree by the size of this set, so the number of distinct eigenvalues enters the degree bound directly. `Lagrange.eval_interpolate_at_node` supplies p(μ_i) = f(μ_i).

## The iterate A^d v

Choose f(x) = x^d. The polynomial formula gives

A^d v = Σ_{i∈s} μ_i^d u_i,

and the interpolation result places the right-hand side in W_d. The hypotheses in Lean are the three assumptions already made: `hA` is the eigenvalue equation for each component, `hv` is the decomposition of v, and `hd` says that the image of μ has at most d elements.

```lean
/-- If `v` is a finite sum of eigenvectors of `A` whose eigenvalues take at most `d`
distinct values, then `A^d v` lies in the span of `v, A v, ..., A^(d-1) v`. -/
theorem krylov_terminates [DecidableEq K] {A : Module.End K V} {s : Finset ι}
    {u : ι → V} {μ : ι → K} {v : V} {d : ℕ} (hA : ∀ i ∈ s, A (u i) = μ i • u i)
    (hv : v = ∑ i ∈ s, u i) (hd : (s.image μ).card ≤ d) :
    (A ^ d) v ∈ krylov A v d := by
  have hpow : (A ^ d) v = ∑ i ∈ s, μ i ^ d • u i := by
    have h := aeval_sum_eigenvectors hA (X ^ d)
    simpa [← hv] using h
  rw [hpow]
  exact spectral_function_mem_krylov hA hv hd fun x => x ^ d
```

The theorem gives an upper bound and leaves open whether the iterates become dependent sooner. It does stop the sequence: A sends each A^k v to A^(k+1) v, so once A^d v is in W_d, A maps W_d into itself and later iterates add no new direction.

A three-state system with a doubly degenerate level shows this at work. Take A = diag(1, 1, 2) and v = (1, 1, 1). Then

A v = (1, 1, 2),
A² v = (1, 1, 4) = 3 A v − 2 v.

The third iterate is already dependent, although v has three nonzero components. The normalised state is (1, 1, 1)/√3, with weight 2/3 in the degenerate level and 1/3 in the other; rescaling v does not change W_d. The next theorem checks the eigenvalue equations, the decomposition of v and the count of two distinct eigenvalues, which are the inputs of `krylov_terminates` for d = 2.

```lean
/-- A doubly degenerate level: the diagonal matrix with entries 1, 1, 2 and the vector
(1, 1, 1) meet the hypotheses of `krylov_terminates` with two distinct eigenvalues. -/
theorem krylov_terminates_witness :
    let A : Module.End ℚ (Fin 3 → ℚ) := Matrix.mulVecLin !![1, 0, 0; 0, 1, 0; 0, 0, 2]
    let u : Fin 3 → Fin 3 → ℚ := ![![1, 0, 0], ![0, 1, 0], ![0, 0, 1]]
    let μ : Fin 3 → ℚ := ![1, 1, 2]
    (∀ i, A (u i) = μ i • u i) ∧ ![1, 1, 1] = ∑ i, u i ∧
      (Finset.univ.image μ).card = 2 := by
  refine ⟨fun i => ?_, ?_, by decide +kernel⟩
  · ext j
    fin_cases i <;> fin_cases j <;>
      simp [Matrix.mulVec, dotProduct, Fin.sum_univ_succ]
  · ext j
    fin_cases j <;> simp [Fin.sum_univ_succ]
```

## Linear systems and time evolution

Suppose that every μ_i with i in s is nonzero, and set

x = Σ_{i∈s} μ_i^(−1) u_i.

Then A x = Σ_{i∈s} μ_i^(−1) μ_i u_i = v, and x lies in W_d by the choice f(z) = 1/z. The condition `h0` restricts only the eigenvalues that occur in the decomposition. A may be singular elsewhere, so the theorem gives a solution and does not say that it is the only one.

```lean
/-- If `v` is a finite sum of eigenvectors with nonzero eigenvalues taking at most `d`
distinct values, the linear system `A x = v` has a solution in the Krylov space of
order `d`. -/
theorem exists_solution_in_krylov [DecidableEq K] {A : Module.End K V} {s : Finset ι}
    {u : ι → V} {μ : ι → K} {v : V} {d : ℕ} (hA : ∀ i ∈ s, A (u i) = μ i • u i)
    (hv : v = ∑ i ∈ s, u i) (hd : (s.image μ).card ≤ d) (h0 : ∀ i ∈ s, μ i ≠ 0) :
    ∃ x ∈ krylov A v d, A x = v := by
  refine ⟨∑ i ∈ s, (μ i)⁻¹ • u i,
    spectral_function_mem_krylov hA hv hd fun x => x⁻¹, ?_⟩
  rw [map_sum, hv]
  refine Finset.sum_congr rfl fun i hi => ?_
  rw [map_smul, hA i hi, smul_smul, inv_mul_cancel₀ (h0 i hi), one_smul]
```

For time evolution, replace A by a time-independent H on a complex normed space and set ħ = 1. Multiply each component by its own exponential factor, which is a pure phase when μ_i is real:

ψ(t) = Σ_{i∈s} exp(−i_c μ_i t) u_i,

where i_c is the imaginary unit, written this way to keep it apart from the label i. At t = 0 this is v, and differentiation gives

ψ′(t) = Σ_{i∈s} (−i_c μ_i) exp(−i_c μ_i t) u_i = −i_c H ψ(t).

For each fixed t, the choice f(z) = exp(−i_c z t) shows that ψ(t) is in W_d. The subspace is the same at all times; only the coefficients change.

In the proof, `hder` differentiates one component, `HasDerivAt.fun_sum` adds the derivatives, and the last lines match them with −i_c H ψ(t). The theorem states existence, not uniqueness. It does not require H to be Hermitian, so the μ_i may be complex. H must be defined on the whole space, which leaves out unbounded Hamiltonians given only on a dense domain.

```lean
/-- If the initial state `v` is a finite sum of eigenvectors of `H` with at most `d`
distinct eigenvalues, the Schrödinger equation `ψ' = -i H ψ` (with ħ = 1) has a solution
that starts at `v` and stays in the Krylov space of order `d` at all times. -/
theorem schrodinger_solution_in_krylov {E : Type*} [NormedAddCommGroup E] [NormedSpace ℂ E]
    {H : Module.End ℂ E} {s : Finset ι} {u : ι → E} {μ : ι → ℂ} {v : E} {d : ℕ}
    (hH : ∀ i ∈ s, H (u i) = μ i • u i) (hv : v = ∑ i ∈ s, u i)
    (hd : (s.image μ).card ≤ d) :
    ∃ ψ : ℝ → E, ψ 0 = v ∧ (∀ t, HasDerivAt ψ ((-Complex.I) • H (ψ t)) t) ∧
      ∀ t, ψ t ∈ krylov H v d := by
  refine ⟨fun t => ∑ i ∈ s, Complex.exp (-(Complex.I * μ i * (t : ℂ))) • u i,
    by simp [hv], fun t => ?_, fun t => spectral_function_mem_krylov hH hv hd
      fun z => Complex.exp (-(Complex.I * z * (t : ℂ)))⟩
  -- differentiate each component with its exponential time factor
  have hder : ∀ i ∈ s, HasDerivAt
      (fun τ : ℝ => Complex.exp (-(Complex.I * μ i * (τ : ℂ))) • u i)
      ((Complex.exp (-(Complex.I * μ i * (t : ℂ))) * (-(Complex.I * μ i))) • u i) t := by
    intro i _
    have h1 : HasDerivAt (fun τ : ℝ => -(Complex.I * μ i * (τ : ℂ)))
        (-(Complex.I * μ i)) t := by
      simpa using (((hasDerivAt_id t).ofReal_comp).const_mul (Complex.I * μ i)).fun_neg
    exact h1.cexp.smul_const (u i)
  refine (HasDerivAt.fun_sum hder).congr_deriv ?_
  simp only [map_sum, map_smul, Finset.smul_sum]
  refine Finset.sum_congr rfl fun i hi => ?_
  rw [hH i hi, smul_smul, smul_smul]
  congr 1
  ring
```

## Hermitian operators and arbitrary starting vectors

For a symmetric operator T on a real or complex inner product space of finite dimension n, the decomposition no longer has to be assumed. The spectral theorem provides an orthonormal eigenbasis e_i with real eigenvalues μ_i, and every v can be written as

v = Σ_i ⟨e_i, v⟩ e_i, so that u_i = ⟨e_i, v⟩ e_i.

If T has at most d distinct eigenvalues, the earlier theorem applies and T^d v lies in W_d, now built from T. For a Hamiltonian matrix in a finite orthonormal basis, this means that a Lanczos run free of rounding error stops after at most as many basis vectors as there are distinct levels, whatever the nonzero starting vector. The run finds only the levels present in that vector, and a single direction in each of them.

In Lean, `hT.eigenvectorBasis hn` is the eigenbasis and its `repr v i` is the coefficient ⟨e_i, v⟩. The step `himage` carries the eigenvalue count from the real numbers to the scalar field, where it cannot grow. The count covers the whole spectrum of T; if v has no component in some levels, `krylov_terminates` applied to the remaining components gives a smaller bound.

```lean
/-- For a symmetric (Hermitian) operator on a finite-dimensional inner product space with
at most `d` distinct eigenvalues, `T^d v` lies in the Krylov space of order `d` for every
starting vector `v`. -/
theorem symmetric_krylov_terminates {𝕜 E : Type*} [RCLike 𝕜] [NormedAddCommGroup E]
    [InnerProductSpace 𝕜 E] [FiniteDimensional 𝕜 E] {T : Module.End 𝕜 E}
    (hT : T.IsSymmetric) {n d : ℕ} (hn : Module.finrank 𝕜 E = n)
    (hd : (Finset.univ.image (hT.eigenvalues hn)).card ≤ d) (v : E) :
    (T ^ d) v ∈ krylov T v d := by
  classical
  -- expand `v` in the orthonormal eigenbasis
  refine krylov_terminates (s := Finset.univ)
    (u := fun i => (hT.eigenvectorBasis hn).repr v i • hT.eigenvectorBasis hn i)
    (μ := fun i => ((hT.eigenvalues hn i : ℝ) : 𝕜)) (fun i _ => ?_)
    ((hT.eigenvectorBasis hn).sum_repr v).symm ?_
  · rw [map_smul, hT.apply_eigenvectorBasis hn i, smul_comm]
  · have himage : Finset.univ.image (fun i => ((hT.eigenvalues hn i : ℝ) : 𝕜))
        = (Finset.univ.image (hT.eigenvalues hn)).image (fun x : ℝ => (x : 𝕜)) := by
      rw [Finset.image_image]
      rfl
    rw [himage]
    exact Finset.card_image_le.trans hd

end KrylovDegenerateSpectrum
```

```lean
#print axioms KrylovDegenerateSpectrum.krylov_terminates
#print axioms KrylovDegenerateSpectrum.exists_solution_in_krylov
#print axioms KrylovDegenerateSpectrum.schrodinger_solution_in_krylov
#print axioms KrylovDegenerateSpectrum.symmetric_krylov_terminates
```

```
'KrylovDegenerateSpectrum.krylov_terminates' depends on axioms: [propext, Classical.choice, Quot.sound]
'KrylovDegenerateSpectrum.exists_solution_in_krylov' depends on axioms: [propext, Classical.choice, Quot.sound]
'KrylovDegenerateSpectrum.schrodinger_solution_in_krylov' depends on axioms: [propext, Classical.choice, Quot.sound]
'KrylovDegenerateSpectrum.symmetric_krylov_terminates' depends on axioms: [propext, Classical.choice, Quot.sound]
```
